# No exponential bound on the force constants of a chain whose model response is a ramp ending at $2k_F$

I model the electronic response of a metallic chain by a straight ramp, $\max(0, b-q)$, which falls to zero at $b = 2k_F$ and stays there. Here $q$ is the reduced wave number between $0$ and $\pi$, with the lattice constant set to one. The kink at $b$ stands for the sharp edge of the Fermi sea: $2k_F$ is the wave number that joins the two Fermi points $-k_F$ and $k_F$.

A kink in reciprocal space should produce long-ranged forces in real space. For the $n$-th neighbour I expect the force constant

$$K_n = \frac{1-\cos nb}{\pi n^2},$$

an oscillation under an inverse-square envelope, so that no bound $C r^n$ with $r<1$ can hold. Can this be made rigorous and checked by machine, including the claim that $n^2K_n$ does not tend to zero?

## From the ramp to an oscillating inverse square

Yes, and slightly more is true: for $0<b\le\pi$, the sequence $n^2K_n$ has no limit at all. The starting point is to define the force constant as the integral itself,

$$K_n = \frac1\pi\int_0^\pi \max(0,b-q)\,\cos(nq)\,dq ,$$

so that the closed form is something to prove.

**The integral.** Above $b$ the response vanishes, so only $[0,b]$ contributes. For $n\ge1$, integration by parts gives

$$\int_0^b (b-q)\cos nq\,dq
=\left[(b-q)\frac{\sin nq}{n}\right]_0^b+\frac1n\int_0^b\sin nq\,dq
=0+\frac{1-\cos nb}{n^2}.$$

The bracket vanishes at $q=b$ because of the ramp and at $q=0$ because of the sine. Dividing by $\pi$ gives your formula, and multiplying by $n^2$ leaves

$$n^2K_n=\frac{1-\cos nb}{\pi}.$$

**The envelope from above.** Since $0\le 1-\cos nb\le 2$, we have $0\le K_n\le 2/(\pi n^2)$. In this model the force constants vary in size but never become negative.

**A bound from below.** A single $K_n$ may vanish, but two neighbouring ones cannot both be small on the scale $1/n^2$. Put $\theta=nb$ and $\varphi=(n+1)b$, and let $u$, $v$ and $e$ be the unit vectors in the plane at angles $\theta$, $\varphi$ and $0$. The parallelogram law says

$$|u-v|^2+|u+v-2e|^2=2|u-e|^2+2|v-e|^2 .$$

Now $|u-v|^2=2(1-\cos b)$, $|u-e|^2=2(1-\cos\theta)$ and $|v-e|^2=2(1-\cos\varphi)$. Dropping the second square on the left and dividing by two gives

$$1-\cos b\le 2\big[(1-\cos\theta)+(1-\cos\varphi)\big].$$

The larger of the two terms in the bracket is therefore at least $(1-\cos b)/4$. Hence $m^2K_m\ge(1-\cos b)/(4\pi)$ for $m=n$ or $m=n+1$.

**No limit.** Suppose $n^2K_n\to L$. Then $\cos nb\to M$ with $M=1-\pi L$. The identity

$$\cos((n+2)b)+\cos(nb)=2\cos b\,\cos((n+1)b)$$

becomes $2M=2M\cos b$ in the limit. Because $0<b\le\pi$, we have $\cos b<1$, and so $M=0$. But $\cos 2nb=2\cos^2 nb-1$ becomes $M=2M^2-1$, which for $M=0$ reads $0=-1$. This is a contradiction.

**No exponential bound.** If $|K_n|\le Cr^n$ held for all large $n$, with $0\le r<1$, then $|n^2K_n|\le C\,n^2r^n\to0$. The sequence would have the limit zero, which has just been excluded.

**The half-filled band.** At $b=\pi$, the largest value that the theorems cover, $k_F=\pi/2$ and the formula gives $K_n=0$ for even $n\geq 2$ and $K_n=2/(\pi n^2)$ for odd $n$. The scaled sequence alternates between $0$ and $2/\pi$, and the upper envelope is reached on every odd shell. At the other end, $b=0$, the response and all force constants vanish, which is why the last two results require $b>0$.

## What the Lean theorems say about the chain

`kinkResponse b q` is the ramp, with `b` and `q` real numbers. `forceConstant b n` is the integral above, with the neighbour index `n` a natural number. The prefactor $1/\pi$ on half the zone equals $1/(2\pi)$ on the full zone for a response even in $q$. The slope $-1$ of the ramp is a choice of scale and sign: the factor that turns an electronic response into a force constant is not modelled.

- `forceConstant_eq` is the closed form, for $0\le b\le\pi$ and $n\ne0$.
- `scaled_forceConstant` gives $n^2K_n$ for $0\le b\le\pi$ and every $n$, including $n=0$, where both sides are zero.
- `abs_forceConstant_le` is the upper envelope, for $n\ne0$, and `neighbouring_shell_bound` is the lower bound on one of two adjacent shells. Both assume $0\le b\le\pi$.
- `scaled_forceConstant_no_limit` says that, for $0<b\le\pi$, no real number `L` is the limit of $n^2K_n$. `Tendsto … atTop (𝓝 L)` is ordinary convergence as $n\to\infty$.
- `no_exponential_bound` says that, again for $0<b\le\pi$, there are no real `C` and `r` with $0\le r<1$ such that $|K_n|\le Cr^n$ from some shell onwards. The words "from some shell onwards" are the quantifier `∀ᶠ n : ℕ in atTop`.

The kink is postulated and not derived from an electron gas. The static response of free electrons in one dimension diverges logarithmically at $2k_F$, whereas the ramp only changes slope there, so the power $n^{-2}$ belongs to the ramp and not to free electrons in one dimension. Temperature, disorder and electron–electron interaction, all of which could alter the singularity, are absent, and so is the direct interaction between the ions.

One feature of the formula deserves care in its interpretation, although the file contains no theorem about it. Continued evenly to negative $q$, the ramp has a further kink at $q=0$, besides those at $\pm b$, and that kink supplies the constant $1$ in $1-\cos nb$. The signature of $2k_F$ is thus the term $\cos nb$, and not the power law by itself.

For lattice-dynamics calculations, the result means that in this one-dimensional model with a postulated kink, the force constants left out by a real-space cutoff are not exponentially small in the cutoff distance.

```lean
import Mathlib

open Filter
open scoped Real Topology

namespace KohnKinkForceConstants

noncomputable section

/-- Model response of a metallic chain at reduced wave number `q`: a linear ramp that
ends in a kink at `q = b`, where `b` stands for `2 k_F`. -/
def kinkResponse (b q : ℝ) : ℝ := max 0 (b - q)

/-- Force constant to the `n`-th neighbour: `1 / π` times the cosine integral of the response over
half the Brillouin zone. -/
def forceConstant (b : ℝ) (n : ℕ) : ℝ :=
  (1 / π) * ∫ q in (0 : ℝ)..π, kinkResponse b q * Real.cos (n * q)

/-- The cosine integral of the linear ramp from the zone centre up to the kink. -/
theorem integral_ramp (b : ℝ) {n : ℕ} (hn : n ≠ 0) :
    ∫ q in (0 : ℝ)..b, (b - q) * Real.cos (n * q) = (1 - Real.cos (n * b)) / (n : ℝ) ^ 2 := by
  have hn' : (n : ℝ) ≠ 0 := Nat.cast_ne_zero.mpr hn
  -- an explicit antiderivative, found by integrating by parts
  have hd : ∀ q ∈ Set.uIcc 0 b, HasDerivAt
      (fun q : ℝ => (b - q) * (Real.sin (n * q) / n) - Real.cos (n * q) / (n : ℝ) ^ 2)
      ((b - q) * Real.cos (n * q)) q := by
    intro q _
    have h1 : HasDerivAt (fun q : ℝ => (n : ℝ) * q) n q := by
      simpa using (hasDerivAt_id' q).const_mul (n : ℝ)
    have h2 : HasDerivAt (fun q : ℝ => b - q) (-1) q := by
      simpa using (hasDerivAt_id' q).const_sub b
    refine ((h2.fun_mul (h1.sin.div_const (n : ℝ))).fun_sub
      (h1.cos.div_const ((n : ℝ) ^ 2))).congr_deriv ?_
    field_simp
    ring
  rw [intervalIntegral.integral_eq_sub_of_hasDerivAt hd
    (Continuous.intervalIntegrable (by fun_prop) _ _)]
  simp only [sub_self, mul_zero, Real.sin_zero, Real.cos_zero]
  ring

/-- Closed form of the force constants: an oscillation in `n b` times an inverse square
of the neighbour distance. -/
theorem forceConstant_eq {b : ℝ} (hb0 : 0 ≤ b) (hb : b ≤ π) {n : ℕ} (hn : n ≠ 0) :
    forceConstant b n = (1 - Real.cos (n * b)) / (π * (n : ℝ) ^ 2) := by
  have hc : Continuous (fun q : ℝ => kinkResponse b q * Real.cos (n * q)) := by
    unfold kinkResponse
    exact (continuous_const.max (by fun_prop)).mul (by fun_prop)
  -- below the kink the response is the ramp, above it the response vanishes
  have h1 : ∫ q in (0 : ℝ)..b, kinkResponse b q * Real.cos (n * q)
      = ∫ q in (0 : ℝ)..b, (b - q) * Real.cos (n * q) := by
    apply intervalIntegral.integral_congr
    intro q hq
    rw [Set.uIcc_of_le hb0] at hq
    simp only [kinkResponse]
    rw [max_eq_right (by linarith [hq.2])]
  have h2 : ∫ q in b..π, kinkResponse b q * Real.cos (n * q) = ∫ _q in b..π, (0 : ℝ) := by
    apply intervalIntegral.integral_congr
    intro q hq
    rw [Set.uIcc_of_le hb] at hq
    simp only [kinkResponse]
    rw [max_eq_left (by linarith [hq.1]), zero_mul]
  rw [forceConstant, ← intervalIntegral.integral_add_adjacent_intervals
    (hc.intervalIntegrable 0 b) (hc.intervalIntegrable b π), h1, h2, integral_ramp b hn,
    intervalIntegral.integral_zero, add_zero, div_mul_div_comm, one_mul]

/-- Multiplied by the squared distance, the force constant equals `(1 - cos (n b)) / π`. -/
theorem scaled_forceConstant {b : ℝ} (hb0 : 0 ≤ b) (hb : b ≤ π) (n : ℕ) :
    (n : ℝ) ^ 2 * forceConstant b n = (1 - Real.cos (n * b)) / π := by
  rcases eq_or_ne n 0 with rfl | hn
  · simp
  · have hn' : (n : ℝ) ≠ 0 := Nat.cast_ne_zero.mpr hn
    rw [forceConstant_eq hb0 hb hn]
    field_simp

/-- Upper envelope: the force constants are at most `2 / (π n²)` in magnitude. -/
theorem abs_forceConstant_le {b : ℝ} (hb0 : 0 ≤ b) (hb : b ≤ π) {n : ℕ} (hn : n ≠ 0) :
    |forceConstant b n| ≤ 2 / (π * (n : ℝ) ^ 2) := by
  rw [forceConstant_eq hb0 hb hn, abs_of_nonneg
    (div_nonneg (by linarith [Real.cos_le_one (n * b)]) (by positivity))]
  exact div_le_div_of_nonneg_right (by linarith [Real.neg_one_le_cos (n * b)]) (by positivity)

/-- Lower bound for pairs: of any two neighbouring shells, at least one has a force constant which,
times the squared distance, is no smaller than `(1 - cos b) / (4 π)`. -/
theorem neighbouring_shell_bound {b : ℝ} (hb0 : 0 ≤ b) (hb : b ≤ π) (n : ℕ) :
    ∃ m : ℕ, (m = n ∨ m = n + 1) ∧
      (1 - Real.cos b) / (4 * π) ≤ (m : ℝ) ^ 2 * forceConstant b m := by
  have hd : Real.cos b = Real.cos (((n + 1 : ℕ) : ℝ) * b - n * b) := by
    congr 1
    push_cast
    ring
  rw [Real.cos_sub] at hd
  -- the parallelogram law for the two phase factors
  have key : 1 - Real.cos b ≤
      2 * ((1 - Real.cos (n * b)) + (1 - Real.cos (((n + 1 : ℕ) : ℝ) * b))) := by
    nlinarith [sq_nonneg (Real.cos (n * b) + Real.cos (((n + 1 : ℕ) : ℝ) * b) - 2),
      sq_nonneg (Real.sin (n * b) + Real.sin (((n + 1 : ℕ) : ℝ) * b)),
      Real.sin_sq_add_cos_sq (n * b), Real.sin_sq_add_cos_sq (((n + 1 : ℕ) : ℝ) * b)]
  rw [← div_div]
  rcases le_total (Real.cos (n * b)) (Real.cos (((n + 1 : ℕ) : ℝ) * b)) with h | h
  · refine ⟨n, Or.inl rfl, ?_⟩
    rw [scaled_forceConstant hb0 hb]
    exact div_le_div_of_nonneg_right (by linarith) Real.pi_pos.le
  · refine ⟨n + 1, Or.inr rfl, ?_⟩
    rw [scaled_forceConstant hb0 hb]
    exact div_le_div_of_nonneg_right (by linarith) Real.pi_pos.le

/-- The force constants times the squared distance approach no limit, zero or otherwise,
as the distance grows. -/
theorem scaled_forceConstant_no_limit {b : ℝ} (hb0 : 0 < b) (hb : b ≤ π) (L : ℝ) :
    ¬ Tendsto (fun n : ℕ => (n : ℝ) ^ 2 * forceConstant b n) atTop (𝓝 L) := by
  intro h
  have hcos : Real.cos b < 1 := by
    have h0 := Real.cos_lt_cos_of_nonneg_of_le_pi le_rfl hb hb0
    rwa [Real.cos_zero] at h0
  obtain ⟨M, hM⟩ : ∃ M, Tendsto (fun n : ℕ => Real.cos (n * b)) atTop (𝓝 M) := by
    refine ⟨1 - π * L, ((h.const_mul π).const_sub 1).congr (fun n => ?_)⟩
    have e : π * ((1 - Real.cos (n * b)) / π) = 1 - Real.cos (n * b) := by
      field_simp
    rw [scaled_forceConstant hb0.le hb, e]
    ring
  -- the three-term recurrence of the cosine forces the limit to be zero
  have h1 : Tendsto (fun n : ℕ => Real.cos (((n + 1 : ℕ) : ℝ) * b)) atTop (𝓝 M) :=
    hM.comp (tendsto_add_atTop_nat 1)
  have h2 : Tendsto (fun n : ℕ => Real.cos (((n + 2 : ℕ) : ℝ) * b)) atTop (𝓝 M) :=
    hM.comp (tendsto_add_atTop_nat 2)
  have hrec : M + M = 2 * Real.cos b * M := by
    refine tendsto_nhds_unique (h2.add hM) ((h1.const_mul (2 * Real.cos b)).congr (fun n => ?_))
    have e2 : ((n + 2 : ℕ) : ℝ) * b = ((n + 1 : ℕ) : ℝ) * b + b := by
      push_cast
      ring
    have e0 : (n : ℝ) * b = ((n + 1 : ℕ) : ℝ) * b - b := by
      push_cast
      ring
    rw [e2, e0, Real.cos_add, Real.cos_sub]
    ring
  have hM0 : M = 0 := by
    have hz : M * (1 - Real.cos b) = 0 := by linarith
    rcases mul_eq_zero.mp hz with h' | h'
    · exact h'
    · linarith
  -- doubling the distance is incompatible with that limit
  have hdouble : Tendsto (fun n : ℕ => 2 * n) atTop atTop :=
    tendsto_atTop_mono (fun n => by omega : ∀ n : ℕ, n ≤ 2 * n) tendsto_id
  have h3 : Tendsto (fun n : ℕ => Real.cos (((2 * n : ℕ) : ℝ) * b)) atTop (𝓝 M) :=
    hM.comp hdouble
  have hdbl : M = 2 * M ^ 2 - 1 := by
    refine tendsto_nhds_unique h3 ((((hM.pow 2).const_mul 2).sub_const 1).congr (fun n => ?_))
    have e : ((2 * n : ℕ) : ℝ) * b = 2 * ((n : ℝ) * b) := by
      push_cast
      ring
    rw [e, Real.cos_two_mul]
  rw [hM0] at hdbl
  norm_num at hdbl

/-- No exponential bound `C rⁿ` with `0 ≤ r < 1` holds for the force constants, not even
from some distance onwards. -/
theorem no_exponential_bound {b : ℝ} (hb0 : 0 < b) (hb : b ≤ π) :
    ¬ ∃ C r : ℝ, 0 ≤ r ∧ r < 1 ∧ ∀ᶠ n : ℕ in atTop, |forceConstant b n| ≤ C * r ^ n := by
  rintro ⟨C, r, hr0, hr1, hK⟩
  -- an exponential beats the factor n², so the scaled sequence would tend to zero
  have ht := (tendsto_pow_const_mul_const_pow_of_lt_one 2 hr0 hr1).const_mul C
  rw [mul_zero] at ht
  refine scaled_forceConstant_no_limit hb0 hb 0 (squeeze_zero_norm' ?_ ht)
  filter_upwards [hK] with n hn
  rw [Real.norm_eq_abs, abs_mul, abs_of_nonneg (by positivity : (0 : ℝ) ≤ (n : ℝ) ^ 2)]
  calc (n : ℝ) ^ 2 * |forceConstant b n| ≤ (n : ℝ) ^ 2 * (C * r ^ n) :=
        mul_le_mul_of_nonneg_left hn (by positivity)
    _ = C * ((n : ℝ) ^ 2 * r ^ n) := by ring

end

end KohnKinkForceConstants
```

```lean
#print axioms KohnKinkForceConstants.abs_forceConstant_le
-- 'KohnKinkForceConstants.abs_forceConstant_le' depends on axioms: [propext, Classical.choice, Quot.sound]
#print axioms KohnKinkForceConstants.neighbouring_shell_bound
-- 'KohnKinkForceConstants.neighbouring_shell_bound' depends on axioms: [propext, Classical.choice, Quot.sound]
#print axioms KohnKinkForceConstants.no_exponential_bound
-- 'KohnKinkForceConstants.no_exponential_bound' depends on axioms: [propext, Classical.choice, Quot.sound]
```

## How the proofs follow the calculation

`integral_ramp` does the integration by parts in reverse. It writes down the antiderivative

$$(b-q)\frac{\sin nq}{n}-\frac{\cos nq}{n^2},$$

checks that its derivative is $(b-q)\cos nq$, and applies the fundamental theorem of calculus through `intervalIntegral.integral_eq_sub_of_hasDerivAt`. The derivative is assembled from the product rule and the chain rule, and `field_simp` and `ring` cancel the two sine terms.

`forceConstant_eq` splits the zone at the kink with `integral_add_adjacent_intervals`. In `h1` the maximum is replaced by $b-q$ below the kink, which uses $0\le b$, and in `h2` by zero above it, which uses $b\le\pi$. The continuity statement `hc` provides the integrability that the splitting needs.

`scaled_forceConstant` cancels $n^2$, treating $n=0$ separately. `abs_forceConstant_le` uses $\cos nb\le1$ to remove the absolute value and $\cos nb\ge-1$ for the bound.

In `neighbouring_shell_bound`, the hypothesis `hd` expands $\cos b=\cos((n+1)b-nb)$ by the subtraction formula. The inequality `key` is the parallelogram argument. The two squares handed to `nlinarith` are those of the components of $u+v-2e$, namely $(\cos\theta+\cos\varphi-2)^2$ and $(\sin\theta+\sin\varphi)^2$, and the other two facts say that $u$ and $v$ have length one. The case distinction with `le_total` then picks the shell with the smaller cosine, which has the larger scaled force constant.

`scaled_forceConstant_no_limit` first turns the assumed limit of $n^2K_n$ into a limit `M` of $\cos nb$. Shifting the index by one and by two gives `h1` and `h2`, which have the same limit. In `hrec`, the two sides of the three-term recurrence are the same sequence, so `tendsto_nhds_unique` equates their limits, and `hM0` concludes $M=0$ from $\cos b<1$. The subsequence of even indices, `h3`, also tends to `M`, and the double-angle formula gives `hdbl`. Setting $M=0$ there leaves $0=-1$, which `norm_num` refutes.

`no_exponential_bound` starts from Mathlib's result that $n^2r^n\to0$ for $0\le r<1$ and multiplies it by `C`. The squeeze lemma `squeeze_zero_norm'` needs its inequality only for large $n$, which is exactly what the assumed bound supplies. It would force $n^2K_n\to0$, and the previous theorem with `L` equal to zero rules that out.
